# An aufbau filling has the least energy among fillings of the same levels with equally many non-interacting electrons

Non-interacting electrons occupy levels with real energies `e i`, at most one electron per level, so a filling is a finite set of levels and its energy is the sum of `e i` over that set. The declaration `aufbau_minimal` states that if no level in `S` lies above a level outside it, and `T` has as many levels as `S`, then the energy of `S` is at most that of `T`. Levels may be degenerate, and there may be infinitely many of them, though each filling is finite. The attempt treats empty `S` separately and otherwise measures energies from the highest occupied level `m`: levels only in `S` then contribute at most zero, levels only in `T` at least zero, and the shared levels contribute equally to both sums. Since the two fillings have the same number of electrons, the shift by `e m` drops out at the end.

This version doesn't compile in Lean 4 with Mathlib:

```lean
import Mathlib

open Matrix

namespace PartiallyFilledLevel

variable {ι : Type*} [Fintype ι] [DecidableEq ι]

/-- A set `S` of occupied levels is an aufbau filling of the energies `e` if no occupied level
lies above an empty one. -/
def IsAufbau (e : ι → ℝ) (S : Finset ι) : Prop :=
  ∀ i ∈ S, ∀ j ∉ S, e i ≤ e j

omit [Fintype ι] in
/-- An aufbau filling has the lowest energy among all fillings with the same number of
electrons. -/
theorem aufbau_minimal (e : ι → ℝ) (S T : Finset ι) (hS : IsAufbau e S)
    (hc : T.card = S.card) : ∑ i ∈ S, e i ≤ ∑ i ∈ T, e i := by
  rcases S.eq_empty_or_nonempty with h | h
  · subst h
    have hT : T = ∅ := Finset.card_eq_zero.1 (by simpa using hc)
    rw [hT]
  · -- measure energies from the highest occupied level `m`
    obtain ⟨m, hm, hmax⟩ := Finset.exists_max_image S e h
    have h1 : ∑ i ∈ S \ T, (e i - e m) ≤ 0 :=
      Finset.sum_nonpos fun i hi => sub_nonpos.2 (hmax i (Finset.mem_sdiff.1 hi).1)
    have h2 : 0 ≤ ∑ i ∈ T \ S, (e i - e m) :=
      Finset.sum_nonneg fun i hi => sub_nonneg.2 (hS m hm i (Finset.mem_sdiff.1 hi).2)
    have h3 := Finset.sum_inter_add_sum_diff S T (fun i => e i - e m)
    have h4 := Finset.sum_inter_add_sum_diff T S (fun i => e i - e m)
    rw [Finset.inter_comm T S] at h4
    have h5 : ∑ i ∈ S, (e i - e m) ≤ ∑ i ∈ T, (e i - e m) := by linarith
    simp only [Finset.sum_sub_distrib, Finset.sum_const, nsmul_eq_mul, hc] at h5
    linarith

end PartiallyFilledLevel
```

Compiling this gives:

```
Main.lean:29:15: error(lean.unknownIdentifier): Unknown constant `Finset.sum_inter_add_sum_diff`
```

What went wrong. The message says that Lean knows no constant called `Finset.sum_inter_add_sum_diff`. The proof wants the lemma that splits a sum over `S` into the sum over `S ∩ T` and the sum over `S \ T`, but the name it gives does not exist in the imported Mathlib. The lemma is there as `Finset.sum_inter_add_sum_sdiff`, with `sdiff` in place of `diff`.

The diff corrects the name in `h3` and leaves the arguments as they were. It makes the same correction in `h4`, which splits the sum over `T`; the message points only to the first use, but the second has the same wrong name. With both splittings available, and the intersection in `h4` rewritten to match that in `h3`, the rest of the proof goes through unchanged.

The change, after which it compiles:

```diff
@@ -27,6 +27,6 @@
     have h2 : 0 ≤ ∑ i ∈ T \ S, (e i - e m) :=
       Finset.sum_nonneg fun i hi => sub_nonneg.2 (hS m hm i (Finset.mem_sdiff.1 hi).2)
-    have h3 := Finset.sum_inter_add_sum_diff S T (fun i => e i - e m)
-    have h4 := Finset.sum_inter_add_sum_diff T S (fun i => e i - e m)
+    have h3 := Finset.sum_inter_add_sum_sdiff S T (fun i => e i - e m)
+    have h4 := Finset.sum_inter_add_sum_sdiff T S (fun i => e i - e m)
     rw [Finset.inter_comm T S] at h4
     have h5 : ∑ i ∈ S, (e i - e m) ≤ ∑ i ∈ T, (e i - e m) := by linarith
```
